# Fano factor one third for channels T = 1/cosh²x with x uniform on the half-line

## Two channels

Take two channels with transmission probabilities T = 1 and T = 1/2. At zero temperature and small bias, non-interacting electrons carry a current proportional to the sum of T, here 3/2, and shot noise proportional to the sum of T(1 − T), here 1/4. The ratio of the two sums is the Fano factor, 1/6. It is the average of 1 − T with each channel weighted by its T: the open channel has weight 2/3 and 1 − T = 0, the other has weight 1/3 and 1 − T = 1/2, so the average is 1/3 · 1/2 = 1/6.

## A diffusive wire

In a diffusive wire the channels are labelled by x > 0, with

T(x) = 1/cosh²x

and a constant number ν of channels per unit x. This distribution is postulated here. It stands for a phase-coherent disordered wire much longer than the mean free path and much shorter than the localisation length. A uniform law on a half-line cannot be normalised, so ν is a density of channels and not a probability density. A real wire has finitely many channels. The half-line is an idealisation, and the channels it adds at large x are almost closed.

## The weighted average becomes ∫t²dt

Since cosh²x − sinh²x = 1,

1 − T = sinh²x/cosh²x = tanh²x,
d(tanh x)/dx = (cosh²x − sinh²x)/cosh²x = T.

Put t = tanh x, so that dt = T dx. For continuous g,

∫₀ᴸ T g(T) dx = ∫₀^(tanh L) g(1 − t²) dt.

As L → ∞, tanh L → 1, because 1 − tanh L = e^(−L)/cosh L lies between 0 and e^(−L). The integral of T therefore converges. If |g| ≤ C on [0, 1], then |T g(T)| ≤ C T, so the left side converges too, and

∫₀^∞ T g(T) dx = ∫₀¹ g(1 − t²) dt.

The weight T dx is thus uniform in t. Three choices of g give

g = 1: ∫T dx = 1,
g = 1 − T: ∫T(1 − T) dx = ∫₀¹ t² dt = 1/3,
g = (1 − T)(1 − 2T): ∫₀¹ (2t⁴ − t²) dt = 2/5 − 1/3 = 1/15.

The density ν cancels in the ratio of the first two, which leaves 1/3. The last integral sets the third cumulant of the transmitted charge.

If x stops at a finite L > 0, the integrals of T and T(1 − T) are tanh L and tanh³L/3. Their ratio, tanh²L/3, is strictly below one third.

## The statement in Lean

`transmission x` is T(x), and `channelSum ν a` is ν times the integral of a(T(x)) over `Ioi 0`, the open half-line. `fanoFactor ν` divides the channel sum of T(1 − T) by that of T; it is a ratio of sums, so the single-channel ratios 1 − T are averaged with weight T, not equally. The theorem `diffusive_fano_one_third` states both integrals, and the value 1/3 for every ν > 0.

The distribution is not derived from a disorder model, nor the noise formula from scattering theory. Within the non-interacting, zero-temperature model, the value 1/3 is a reference point for numerical scattering-matrix calculations on diffusive wires.

## No channels, no Fano factor

The condition ν > 0 excludes the empty wire. At ν = 0 both channel sums vanish and the ratio is 0/0, which Lean evaluates as 0, so the claimed value 1/3 fails.

## The file

```lean
import Mathlib

open MeasureTheory Filter Topology Set

namespace DiffusiveShotNoise

noncomputable section

/-- Transmission probability `T = 1 / cosh² x` of the channel with parameter `x`. -/
def transmission (x : ℝ) : ℝ := 1 / Real.cosh x ^ 2

/-- Sum of `a(T)` over channels whose parameter `x` has constant density `ν` on the positive
half-line, for `a(T)` integrable in `x` there. -/
def channelSum (ν : ℝ) (a : ℝ → ℝ) : ℝ := ν * ∫ x in Ioi (0 : ℝ), a (transmission x)

/-- Fano factor: the channel sum of `T (1 - T)` divided by the channel sum of `T`,
for a channel density `ν ≠ 0`. -/
def fanoFactor (ν : ℝ) : ℝ :=
  channelSum ν (fun T => T * (1 - T)) / channelSum ν (fun T => T)

/-- The reflection probability of channel `x` is `tanh² x`. -/
theorem one_sub_transmission (x : ℝ) : 1 - transmission x = Real.tanh x ^ 2 := by
  have hc : Real.cosh x ≠ 0 := (Real.cosh_pos x).ne'
  have h := Real.cosh_sq x
  rw [transmission, Real.tanh_eq_sinh_div_cosh, div_pow, eq_div_iff (pow_ne_zero 2 hc),
    sub_mul, div_mul_cancel₀ _ (pow_ne_zero 2 hc)]
  linarith

/-- The transmission probability is the derivative of `tanh`. -/
theorem hasDerivAt_tanh (x : ℝ) : HasDerivAt Real.tanh (transmission x) x := by
  have hc : Real.cosh x ≠ 0 := (Real.cosh_pos x).ne'
  have hfun : Real.tanh = fun y => Real.sinh y / Real.cosh y :=
    funext Real.tanh_eq_sinh_div_cosh
  rw [hfun]
  refine ((Real.hasDerivAt_sinh x).fun_div (Real.hasDerivAt_cosh x) hc).congr_deriv ?_
  have h := Real.cosh_sq x
  rw [transmission]
  congr 1
  linarith

/-- `tanh x` tends to one as `x` grows without bound. -/
theorem tendsto_tanh : Tendsto Real.tanh atTop (𝓝 1) := by
  have hlow : Tendsto (fun x : ℝ => 1 - Real.exp (-x)) atTop (𝓝 1) := by
    simpa using Real.tendsto_exp_neg_atTop_nhds_zero.const_sub 1
  refine tendsto_of_tendsto_of_tendsto_of_le_of_le hlow tendsto_const_nhds ?_ ?_
  · intro x
    show 1 - Real.exp (-x) ≤ Real.tanh x
    rw [Real.tanh_eq_sinh_div_cosh, le_div_iff₀ (Real.cosh_pos x)]
    nlinarith [Real.cosh_sub_sinh x, Real.one_le_cosh x, Real.exp_pos (-x)]
  · intro x
    show Real.tanh x ≤ 1
    rw [Real.tanh_eq_sinh_div_cosh, div_le_iff₀ (Real.cosh_pos x)]
    linarith [Real.cosh_sub_sinh x, Real.exp_pos (-x)]

/-- For continuous `g`, the oriented integral of `T g(T)` over `x` from `0` to `L` is the integral
of `g(1 - t²)` over `t` from `0` to `tanh L`. -/
theorem integral_finite {g : ℝ → ℝ} (hg : Continuous g) (L : ℝ) :
    ∫ x in (0 : ℝ)..L, transmission x * g (transmission x) =
      ∫ t in (0 : ℝ)..Real.tanh L, g (1 - t ^ 2) := by
  have hT : Continuous transmission :=
    continuous_const.div (Real.continuous_cosh.pow 2)
      (fun x => pow_ne_zero 2 (Real.cosh_pos x).ne')
  -- substitution t = tanh x, dt = T dx
  have h := intervalIntegral.integral_comp_mul_deriv (a := 0) (b := L)
    (f := Real.tanh) (f' := transmission) (g := fun t => g (1 - t ^ 2))
    (fun x _ => hasDerivAt_tanh x) hT.continuousOn (by fun_prop)
  rw [Real.tanh_zero] at h
  rw [← h]
  apply intervalIntegral.integral_congr
  intro x _
  show transmission x * g (transmission x) = g (1 - Real.tanh x ^ 2) * transmission x
  rw [← one_sub_transmission x, sub_sub_cancel, mul_comm]

/-- For continuous `g`, the integral of `T g(T)` over the whole half-line of channels
is the integral of `g(1 - t²)` over the unit interval. -/
theorem integral_half_line {g : ℝ → ℝ} (hg : Continuous g) :
    ∫ x in Ioi (0 : ℝ), transmission x * g (transmission x) =
      ∫ t in (0 : ℝ)..1, g (1 - t ^ 2) := by
  have hT : Continuous transmission :=
    continuous_const.div (Real.continuous_cosh.pow 2)
      (fun x => pow_ne_zero 2 (Real.cosh_pos x).ne')
  have hpos : ∀ x, 0 ≤ transmission x := fun x => by unfold transmission; positivity
  have hle : ∀ x, transmission x ≤ 1 := fun x => by
    nlinarith [one_sub_transmission x, sq_nonneg (Real.tanh x)]
  have hint : IntegrableOn transmission (Ioi 0) :=
    integrableOn_Ioi_deriv_of_nonneg' (fun x _ => hasDerivAt_tanh x)
      (fun x _ => hpos x) tendsto_tanh
  -- g is bounded on [0, 1], so T g(T) is dominated by a multiple of T
  obtain ⟨C, hC⟩ := (isCompact_Icc (a := (0 : ℝ)) (b := 1)).exists_bound_of_continuousOn
    hg.continuousOn
  have hprod : IntegrableOn (fun x => transmission x * g (transmission x)) (Ioi 0) := by
    refine Integrable.mono' (hint.const_mul C)
      (hT.mul (hg.comp hT)).aestronglyMeasurable (Eventually.of_forall fun x => ?_)
    rw [norm_mul, Real.norm_of_nonneg (hpos x), mul_comm]
    exact mul_le_mul_of_nonneg_right (hC _ ⟨hpos x, hle x⟩) (hpos x)
  have h1 := intervalIntegral_tendsto_integral_Ioi 0 hprod tendsto_id
  have hg' : Continuous fun t : ℝ => g (1 - t ^ 2) := by fun_prop
  have h2 := ((intervalIntegral.continuous_primitive
    (fun a b => hg'.intervalIntegrable (μ := volume) a b) 0).tendsto 1).comp tendsto_tanh
  -- both sides are the limit of the finite-range identity
  refine tendsto_nhds_unique h1 (h2.congr fun L => ?_)
  exact (integral_finite hg L).symm

/-- For the diffusive distribution the integrals of `T` and `T (1 - T)` are `1` and `1/3`,
and the Fano factor is one third for every positive channel density. -/
theorem diffusive_fano_one_third :
    (∫ x in Ioi (0 : ℝ), transmission x) = 1 ∧
    (∫ x in Ioi (0 : ℝ), transmission x * (1 - transmission x)) = 1 / 3 ∧
    ∀ ν : ℝ, 0 < ν → fanoFactor ν = 1 / 3 := by
  have h1 : (∫ x in Ioi (0 : ℝ), transmission x) = 1 := by
    have h := integral_half_line (g := fun _ => 1) continuous_const
    simpa using h
  have h2 : (∫ x in Ioi (0 : ℝ), transmission x * (1 - transmission x)) = 1 / 3 := by
    have h := integral_half_line (g := fun T => 1 - T) (by fun_prop)
    simp only [sub_sub_cancel] at h
    rw [h, integral_pow]
    norm_num
  refine ⟨h1, h2, fun ν hν => ?_⟩
  simp only [fanoFactor, channelSum]
  rw [h1, h2, mul_div_mul_left _ _ hν.ne', div_one]

/-- The integral of `T (1 - T) (1 - 2T)` over the half-line `x > 0` is `1/15`. -/
theorem third_cumulant_integral :
    ∫ x in Ioi (0 : ℝ), transmission x * ((1 - transmission x) * (1 - 2 * transmission x))
      = 1 / 15 := by
  have h := integral_half_line (g := fun T => (1 - T) * (1 - 2 * T)) (by fun_prop)
  have hp : (fun t : ℝ => (1 - (1 - t ^ 2)) * (1 - 2 * (1 - t ^ 2))) =
      fun t => 2 * t ^ 4 - t ^ 2 := by
    funext t
    ring
  rw [h, hp, intervalIntegral.integral_sub
    (Continuous.intervalIntegrable (by fun_prop) _ _)
    (Continuous.intervalIntegrable (by fun_prop) _ _),
    intervalIntegral.integral_const_mul, integral_pow, integral_pow]
  norm_num

/-- With `x` restricted to the range from `0` to `L`, the integral of `T (1 - T)` is
`tanh² L / 3` times the integral of `T`. -/
theorem finite_range_noise (L : ℝ) :
    ∫ x in (0 : ℝ)..L, transmission x * (1 - transmission x) =
      Real.tanh L ^ 2 / 3 * ∫ x in (0 : ℝ)..L, transmission x := by
  have h1 : (∫ x in (0 : ℝ)..L, transmission x) = Real.tanh L := by
    have h := integral_finite (g := fun _ => 1) continuous_const L
    simpa using h
  have h2 := integral_finite (g := fun T => 1 - T) (by fun_prop) L
  simp only [sub_sub_cancel] at h2
  rw [h1, h2, integral_pow]
  norm_num
  ring

/-- For every finite range `L > 0` the integral of `T (1 - T)` is strictly less than one third
of the integral of `T`. -/
theorem finite_range_below_one_third {L : ℝ} (hL : 0 < L) :
    ∫ x in (0 : ℝ)..L, transmission x * (1 - transmission x) <
      1 / 3 * ∫ x in (0 : ℝ)..L, transmission x := by
  have h1 : (∫ x in (0 : ℝ)..L, transmission x) = Real.tanh L := by
    have h := integral_finite (g := fun _ => 1) continuous_const L
    simpa using h
  have ht : 0 < Real.tanh L := by
    rw [Real.tanh_eq_sinh_div_cosh]
    exact div_pos (Real.sinh_pos_iff.mpr hL) (Real.cosh_pos L)
  have hT : 0 < transmission L := by
    have := Real.cosh_pos L
    unfold transmission
    positivity
  rw [finite_range_noise, h1]
  -- tanh² L = 1 - T(L) is strictly below one
  exact mul_lt_mul_of_pos_right (by linarith [one_sub_transmission L]) ht

end

end DiffusiveShotNoise
```

```lean
#print axioms DiffusiveShotNoise.diffusive_fano_one_third
#print axioms DiffusiveShotNoise.third_cumulant_integral
#print axioms DiffusiveShotNoise.finite_range_below_one_third
```

```
'DiffusiveShotNoise.diffusive_fano_one_third' depends on axioms: [propext, Classical.choice, Quot.sound]
'DiffusiveShotNoise.third_cumulant_integral' depends on axioms: [propext, Classical.choice, Quot.sound]
'DiffusiveShotNoise.finite_range_below_one_third' depends on axioms: [propext, Classical.choice, Quot.sound]
```

## From the substitution to the limit

`one_sub_transmission` and `hasDerivAt_tanh` are the two identities for tanh, the second obtained from the quotient rule. `tendsto_tanh` squeezes tanh x between 1 − e^(−x) and 1.

`integral_finite` applies Mathlib's substitution rule `intervalIntegral.integral_comp_mul_deriv` with t = tanh x. In `integral_half_line`, T is integrable because it is the non-negative derivative of a function with a finite limit. Compactness of [0, 1] supplies the bound C, and `Integrable.mono'` carries out the comparison with C T. Both sides are then limits of the finite-range identity, the right one by continuity of the primitive at 1, and `tendsto_nhds_unique` equates them.

`diffusive_fano_one_third` and `third_cumulant_integral` insert the three choices of g and integrate powers of t. The first also cancels ν, using ν ≠ 0.

`finite_range_noise` holds for every real L, with oriented integrals. `finite_range_below_one_third` needs L > 0: there tanh L > 0, and tanh²L = 1 − T(L) < 1 makes the inequality strict.
